# The overlap-corrected slope of a generalised eigenvalue does not depend on the energy zero

## Moving the energy zero in a non-orthogonal basis

A change of the energy zero is modelled here as the replacement of $H$ by $H+kS$, with a real constant $k$, and not as the addition of $k$ times the identity matrix. Adding $k$ to the Hamiltonian operator adds $k$ times the overlap of two basis functions to their matrix element. With $H$ for the Hamiltonian matrix and $S$ for the overlap matrix, the new matrix is therefore $H+kS$.

Both matrices depend on a real parameter, for instance the position of one atom along a line. If the basis functions move with the atom, $S$ can change too, and its derivative can then enter the slope of an energy level. A slope computed without that term can depend on the energy zero, which no physical force should do.

## The eigenvalue branch and its two slopes

Let $s$ be the running parameter and $t$ the value at which slopes are taken. The matrices $H(s)$ and $S(s)$ are real symmetric, $c(s)$ is a real coefficient vector, $E(s)$ is a real level, and $\langle u,v\rangle=\sum_i u_iv_i$. At every $s$,

$$Hc=ESc,\qquad \langle c,Sc\rangle=1 .$$

Suppose that $H$, $S$ and $c$ are differentiable at $t$, and let a prime denote the derivative there. The uncorrected slope is $\langle c,H'c\rangle$, and the corrected slope is $\langle c,(H'-ES')c\rangle$. The claims are:

- The corrected slope equals $E'$ and is the same for every $k$.
- The uncorrected slope changes by $k\langle c,S'c\rangle$ when $H$ becomes $H+kS$.
- If $\langle c,S'c\rangle\neq0$, the uncorrected slope equals $E'$ for $k=-E(t)$ only, and it takes any prescribed real value for exactly one $k$.

For a single eigenvalue in a finite basis with one parameter, the term $-E\langle c,S'c\rangle$ is the overlap part of the Pulay correction to the slope; the force is minus the slope. The rest of that correction is already inside $H'$, which differentiates whole matrix elements, basis functions included.

## How both slopes respond to a shift

The shifted problem has the same vectors, since

$$(H+kS)c=ESc+kSc=(E+k)Sc ,$$

and the normalisation does not involve $H$. As $k$ is constant, $(H+kS)'=H'+kS'$. The uncorrected slope becomes

$$\langle c,(H'+kS')c\rangle=\langle c,H'c\rangle+k\langle c,S'c\rangle .$$

In the corrected slope the level is shifted as well, and the two changes cancel:

$$H'+kS'-(E+k)S'=H'-ES' .$$

## The derivative of the level

Taking the product of the eigenvalue equation with $c$ gives $E=E\langle c,Sc\rangle=\langle c,Hc\rangle$ at every $s$. The right-hand side is a finite sum of products of functions differentiable at $t$, so $E$ is differentiable there, and

$$E'=\langle c',Hc\rangle+\langle c,H'c\rangle+\langle c,Hc'\rangle .$$

Suppose first that $E(t)=0$. Then $Hc=0$ at $t$, and the first term vanishes. By symmetry the last term is $\langle Hc,c'\rangle$, which vanishes too. Hence $E'=\langle c,H'c\rangle$: at a zero level the uncorrected slope is exact.

For a general level, use the constant $k=-E(t)$. The shifted matrix $H(s)-E(t)S(s)$ has the level $E(s)-E(t)$, which is zero at $s=t$ and has the same derivative as $E$. The special case gives

$$E'=\langle c,(H'-E(t)S')c\rangle .$$

The overlap correction is thus the effect of moving the energy zero to the level itself.

Combining this with the shift law, the uncorrected slope of $H+kS$ is

$$\langle c,H'c\rangle+k\langle c,S'c\rangle=E'+(E(t)+k)\langle c,S'c\rangle .$$

If $\langle c,S'c\rangle\neq0$, the error vanishes exactly when $k=-E(t)$, and a prescribed value $f$ is reached only for $k=(f-\langle c,H'c\rangle)/\langle c,S'c\rangle$.

## A two-level example

Take

$$S=\tfrac12e^{2t}\begin{pmatrix}1&0\\0&1\end{pmatrix},\qquad H=\tfrac12te^{2t}\begin{pmatrix}0&1\\1&0\end{pmatrix},\qquad c=e^{-t}\begin{pmatrix}1\\1\end{pmatrix}.$$

The two basis functions are orthogonal here, and their common norm grows with $t$. This keeps the algebra short but does not describe a moving atom: functions that are only displaced keep their norms, and $S'$ then comes from the off-diagonal overlaps alone. In the example $\langle c,Sc\rangle=1$, $Hc=tSc$, and $E(t)=t$ has slope $1$. The overlap slope is $\langle c,S'c\rangle=2$, and the uncorrected slope of $H+kS$ is $1+2t+2k$. At $t=1$ it is $3$ for $k=0$, $1$ for $k=-1$, and $-1$ for $k=-2$, where even the sign is wrong.

## The statement in Lean

The finite type `n` labels the basis functions. `rate A t` is the matrix of entrywise derivatives, and `EntryDiff A t` says that every entry is differentiable at `t`. The second is needed alongside the first because `deriv` returns zero where a function has no derivative. `shift H S k` is $H+kS$ as a function of the parameter. `rateExpectation A c t` is $\langle c,A'c\rangle$, so it gives the uncorrected slope for `H` and the overlap slope for `S`. `correctedSlope` is $\langle c,(H'-ES')c\rangle$.

`IsBranch H S c E` collects symmetry, the eigenvalue equation and the normalisation, all at every parameter value. Differentiability is required only at `t`, and only of $H$, $S$ and $c$.

The main theorem, `slope_energy_zero`, says that for every `k` the corrected slope of the shifted problem, with level $E+k$, is the derivative of `E` at `t`, and that the uncorrected slope changes by $k\langle c,S'c\rangle$. `HasDerivAt` contains the differentiability of $E$ as well as the value of the derivative. `uncorrected_exact_iff` and `uncorrected_arbitrary` are the two statements for a non-zero overlap slope; the latter needs no eigenvalue equation.

The differentiable branch is assumed, not constructed from $H$ and $S$. Positive definiteness of $S$ is not required. The coefficients are real, so complex Hermitian problems would need a separate statement. $E$ is one eigenvalue, not a self-consistent total energy.

```lean
import Mathlib

open Matrix

namespace PulayEnergyZero

noncomputable section

variable {n : Type*} [Fintype n]

/-- The matrix of entrywise derivatives of a parameter-dependent matrix. -/
def rate (A : ℝ → Matrix n n ℝ) (t : ℝ) : Matrix n n ℝ :=
  Matrix.of fun i j => deriv (fun s => A s i j) t

/-- Every matrix entry is differentiable at the parameter value `t`. -/
def EntryDiff (A : ℝ → Matrix n n ℝ) (t : ℝ) : Prop :=
  ∀ i j, DifferentiableAt ℝ (fun s => A s i j) t

/-- The Hamiltonian `H + k S`, which raises every level by the constant `k`. -/
def shift (H S : ℝ → Matrix n n ℝ) (k : ℝ) (t : ℝ) : Matrix n n ℝ :=
  H t + k • S t

/-- The number `⟨c, A' c⟩`. For `A = H` it is the uncorrected slope, for `A = S` the
overlap slope. -/
def rateExpectation (A : ℝ → Matrix n n ℝ) (c : ℝ → n → ℝ) (t : ℝ) : ℝ :=
  c t ⬝ᵥ rate A t *ᵥ c t

/-- The slope `⟨c, (H' - E S') c⟩`, which includes the overlap correction. -/
def correctedSlope (H S : ℝ → Matrix n n ℝ) (c : ℝ → n → ℝ) (E : ℝ → ℝ) (t : ℝ) : ℝ :=
  c t ⬝ᵥ (rate H t - E t • rate S t) *ᵥ c t

/-- A normalised solution branch of the real symmetric generalised eigenproblem:
`H c = E S c` and `⟨c, S c⟩ = 1` at every parameter value. -/
structure IsBranch (H S : ℝ → Matrix n n ℝ) (c : ℝ → n → ℝ) (E : ℝ → ℝ) : Prop where
  symmH : ∀ t, (H t).IsSymm
  symmS : ∀ t, (S t).IsSymm
  eig : ∀ t, H t *ᵥ c t = E t • (S t *ᵥ c t)
  normalized : ∀ t, c t ⬝ᵥ S t *ᵥ c t = 1

variable {H S : ℝ → Matrix n n ℝ} {c : ℝ → n → ℝ} {E : ℝ → ℝ} {t : ℝ}

/-- Replacing `H` by `H + k S` keeps the vectors of a branch and moves its level to `E + k`. -/
theorem IsBranch.shift (h : IsBranch H S c E) (k : ℝ) :
    IsBranch (shift H S k) S c (fun s => E s + k) where
  symmH s := (h.symmH s).add ((h.symmS s).smul k)
  symmS := h.symmS
  eig s := by
    change (H s + k • S s) *ᵥ c s = (E s + k) • (S s *ᵥ c s)
    rw [Matrix.add_mulVec, Matrix.smul_mulVec, h.eig, add_smul]
  normalized := h.normalized

omit [Fintype n] in
/-- For differentiable `H` and `S`, the derivative of `H + k S` is `H' + k S'`. -/
theorem rate_shift (hH : EntryDiff H t) (hS : EntryDiff S t) (k : ℝ) :
    rate (shift H S k) t = rate H t + k • rate S t := by
  ext i j
  exact ((hH i j).hasDerivAt.fun_add ((hS i j).hasDerivAt.const_mul k)).deriv

/-- For differentiable `H` and `S`, replacing `H` by `H + k S` changes the uncorrected slope by
`k ⟨c, S' c⟩`. -/
theorem uncorrected_shift (hH : EntryDiff H t) (hS : EntryDiff S t) (k : ℝ) :
    rateExpectation (shift H S k) c t
      = rateExpectation H c t + k * rateExpectation S c t := by
  simp only [rateExpectation]
  rw [rate_shift hH hS k, Matrix.add_mulVec, Matrix.smul_mulVec, dotProduct_add,
    dotProduct_smul, smul_eq_mul]

/-- For differentiable `H` and `S`, the corrected slope does not depend on the zero of energy. -/
theorem corrected_shift (hH : EntryDiff H t) (hS : EntryDiff S t) (k : ℝ) :
    correctedSlope (shift H S k) S c (fun s => E s + k) t = correctedSlope H S c E t := by
  have e : rate H t + k • rate S t - (E t + k) • rate S t
      = rate H t - E t • rate S t := by module
  simp only [correctedSlope]
  rw [rate_shift hH hS k, e]

/-- On a branch with differentiable `H` and `c`, the uncorrected slope is the derivative of
the level wherever the level is zero. -/
theorem uncorrected_exact_at_zero (h : IsBranch H S c E) (hH : EntryDiff H t)
    (hc : ∀ i, DifferentiableAt ℝ (fun s => c s i) t) (ht : E t = 0) :
    HasDerivAt E (rateExpectation H c t) t := by
  -- the level is the expectation value of `H`
  have hE : ∀ s, E s = ∑ i, c s i * ∑ j, H s i j * c s j := by
    intro s
    have e : c s ⬝ᵥ H s *ᵥ c s = E s := by
      rw [h.eig, dotProduct_smul, h.normalized, smul_eq_mul, mul_one]
    exact e.symm
  obtain ⟨dc, hdc⟩ : ∃ dc : n → ℝ, ∀ i, HasDerivAt (fun s => c s i) (dc i) t :=
    ⟨fun i => deriv (fun s => c s i) t, fun i => (hc i).hasDerivAt⟩
  have hr : ∀ i j, HasDerivAt (fun s => H s i j) (rate H t i j) t :=
    fun i j => (hH i j).hasDerivAt
  have hd : HasDerivAt (fun s => ∑ i, c s i * ∑ j, H s i j * c s j)
      (∑ i, (dc i * (∑ j, H t i j * c t j)
        + c t i * ∑ j, (rate H t i j * c t j + H t i j * dc j))) t :=
    HasDerivAt.fun_sum fun i _ => (hdc i).fun_mul
      (HasDerivAt.fun_sum fun j _ => (hr i j).fun_mul (hdc j))
  -- both coefficient-response terms vanish because `H c = 0` at `t`
  have h0 : H t *ᵥ c t = 0 := by rw [h.eig, ht, zero_smul]
  have h1 : c t ⬝ᵥ H t *ᵥ dc = 0 := by
    rw [Matrix.dotProduct_mulVec, ← Matrix.mulVec_transpose, (h.symmH t).eq, h0,
      zero_dotProduct]
  have h2 : dc ⬝ᵥ H t *ᵥ c t = 0 := by rw [h0, dotProduct_zero]
  have e : (∑ i, (dc i * (∑ j, H t i j * c t j)
        + c t i * ∑ j, (rate H t i j * c t j + H t i j * dc j)))
      = dc ⬝ᵥ H t *ᵥ c t + (c t ⬝ᵥ rate H t *ᵥ c t + c t ⬝ᵥ H t *ᵥ dc) := by
    simp only [dotProduct, Matrix.mulVec, Finset.sum_add_distrib, mul_add]
  rw [show E = _ from funext hE]
  refine hd.congr_deriv ?_
  rw [e, h1, h2, zero_add, add_zero, rateExpectation]

/-- On a branch with differentiable `H`, `S` and `c`, the corrected slope computed with any zero of
energy is the derivative of `E`, while replacing `H` by `H + k S` changes the uncorrected slope by
`k ⟨c, S' c⟩`. -/
theorem slope_energy_zero (h : IsBranch H S c E) (hH : EntryDiff H t) (hS : EntryDiff S t)
    (hc : ∀ i, DifferentiableAt ℝ (fun s => c s i) t) (k : ℝ) :
    HasDerivAt E (correctedSlope (shift H S k) S c (fun s => E s + k) t) t ∧
      rateExpectation (shift H S k) c t - rateExpectation H c t
        = k * rateExpectation S c t := by
  refine ⟨?_, by rw [uncorrected_shift hH hS k]; ring⟩
  -- put the zero of energy at the level itself
  have hK : EntryDiff (shift H S (-E t)) t :=
    fun i j => (hH i j).fun_add ((hS i j).const_mul (-E t))
  have h0 := uncorrected_exact_at_zero (h.shift (-E t)) hK hc (add_neg_cancel (E t))
  have e : rateExpectation (shift H S (-E t)) c t = correctedSlope H S c E t := by
    have e' : rate H t + (-E t) • rate S t = rate H t - E t • rate S t := by module
    simp only [rateExpectation, correctedSlope]
    rw [rate_shift hH hS, e']
  rw [corrected_shift hH hS k, ← e]
  refine (h0.add_const (E t)).congr_of_eventuallyEq (Filter.Eventually.of_forall fun s => ?_)
  simp

/-- On a differentiable branch with `⟨c, S' c⟩ ≠ 0`, the uncorrected slope of `H + k S` is the
derivative of `E` exactly when `k = -E`. -/
theorem uncorrected_exact_iff (h : IsBranch H S c E) (hH : EntryDiff H t)
    (hS : EntryDiff S t) (hc : ∀ i, DifferentiableAt ℝ (fun s => c s i) t)
    (hov : rateExpectation S c t ≠ 0) (k : ℝ) :
    HasDerivAt E (rateExpectation (shift H S k) c t) t ↔ k = -E t := by
  have hz : HasDerivAt E (rateExpectation (shift H S (-E t)) c t) t := by
    have h1 := (slope_energy_zero h hH hS hc (-E t)).1
    refine h1.congr_deriv ?_
    simp [correctedSlope, rateExpectation]
  constructor
  · intro hk
    have e := hk.unique hz
    rw [uncorrected_shift hH hS, uncorrected_shift hH hS] at e
    exact mul_right_cancel₀ hov (add_left_cancel e)
  · rintro rfl
    exact hz

/-- If `H` and `S` are differentiable and `⟨c, S' c⟩ ≠ 0`, every real number is the uncorrected
slope for exactly one choice of the zero of energy. -/
theorem uncorrected_arbitrary (hH : EntryDiff H t) (hS : EntryDiff S t)
    (hov : rateExpectation S c t ≠ 0) (f : ℝ) :
    ∃! k : ℝ, rateExpectation (shift H S k) c t = f := by
  refine ⟨(f - rateExpectation H c t) / rateExpectation S c t, ?_, ?_⟩
  · change rateExpectation (shift H S _) c t = f
    rw [uncorrected_shift hH hS, div_mul_cancel₀ _ hov]
    ring
  · intro k hk
    rw [uncorrected_shift hH hS] at hk
    rw [eq_div_iff hov]
    linarith

/-- The overlap matrix `(exp t)² / 2` times the identity, for two basis functions. -/
def modelS (t : ℝ) : Matrix (Fin 2) (Fin 2) ℝ :=
  (Real.exp t * Real.exp t / 2) • 1

/-- A two-level Hamiltonian with zero diagonal and coupling `t (exp t)² / 2`. -/
def modelH (t : ℝ) : Matrix (Fin 2) (Fin 2) ℝ :=
  (t * (Real.exp t * Real.exp t / 2)) • !![0, 1; 1, 0]

/-- The vector with both coefficients equal to `exp (-t)`. -/
def modelC (t : ℝ) : Fin 2 → ℝ := fun _ => Real.exp (-t)

/-- The two-level model is a differentiable branch with level `E(t) = t` and overlap slope
`⟨c, S' c⟩ = 2`. -/
theorem slope_energy_zero_witness (t : ℝ) :
    IsBranch modelH modelS modelC (fun s => s) ∧ EntryDiff modelH t ∧ EntryDiff modelS t ∧
      (∀ i, DifferentiableAt ℝ (fun s => modelC s i) t) ∧
      rateExpectation modelS modelC t = 2 := by
  have he : ∀ s : ℝ, Real.exp (-s) * Real.exp s = 1 := fun s => by
    rw [← Real.exp_add, neg_add_cancel, Real.exp_zero]
  refine ⟨⟨fun s => ?_, fun s => Matrix.isSymm_one.smul _, fun s => ?_, fun s => ?_⟩,
    fun i j => ?_, fun i j => ?_, fun i => ?_, ?_⟩
  · exact Matrix.IsSymm.smul
      (Matrix.IsSymm.ext fun i j => by fin_cases i <;> fin_cases j <;> simp) _
  · have hs : !![(0 : ℝ), 1; 1, 0] *ᵥ modelC s = modelC s := by
      ext i
      fin_cases i <;> simp [modelC, Matrix.mulVec, dotProduct, Fin.sum_univ_two]
    simp only [modelH, modelS]
    rw [Matrix.smul_mulVec, hs, Matrix.smul_mulVec, Matrix.one_mulVec, smul_smul]
  · simp only [modelS]
    rw [Matrix.smul_mulVec, Matrix.one_mulVec]
    simp only [modelC, dotProduct, Fin.sum_univ_two, Pi.smul_apply, smul_eq_mul]
    linear_combination (Real.exp (-s) * Real.exp s + 1) * he s
  · change DifferentiableAt ℝ (fun s => s * (Real.exp s * Real.exp s / 2) *
      (!![(0 : ℝ), 1; 1, 0] : Matrix (Fin 2) (Fin 2) ℝ) i j) t
    fun_prop
  · change DifferentiableAt ℝ (fun s => Real.exp s * Real.exp s / 2 *
      (1 : Matrix (Fin 2) (Fin 2) ℝ) i j) t
    fun_prop
  · change DifferentiableAt ℝ (fun s => Real.exp (-s)) t
    fun_prop
  · have hg : HasDerivAt (fun s => Real.exp s * Real.exp s / 2)
        (Real.exp t * Real.exp t) t :=
      (((Real.hasDerivAt_exp t).fun_mul (Real.hasDerivAt_exp t)).div_const 2).congr_deriv
        (by ring)
    have hr : rate modelS t = (Real.exp t * Real.exp t) • 1 := by
      ext i j
      exact (hg.mul_const ((1 : Matrix (Fin 2) (Fin 2) ℝ) i j)).deriv
    rw [rateExpectation, hr, Matrix.smul_mulVec, Matrix.one_mulVec]
    simp only [modelC, dotProduct, Fin.sum_univ_two, Pi.smul_apply, smul_eq_mul]
    linear_combination 2 * (Real.exp (-t) * Real.exp t + 1) * he t

end

end PulayEnergyZero
```

```lean
#print axioms PulayEnergyZero.slope_energy_zero
-- 'PulayEnergyZero.slope_energy_zero' depends on axioms: [propext, Classical.choice, Quot.sound]
#print axioms PulayEnergyZero.uncorrected_exact_iff
-- 'PulayEnergyZero.uncorrected_exact_iff' depends on axioms: [propext, Classical.choice, Quot.sound]
#print axioms PulayEnergyZero.uncorrected_arbitrary
-- 'PulayEnergyZero.uncorrected_arbitrary' depends on axioms: [propext, Classical.choice, Quot.sound]
```

## From the shift laws to the zero level

`IsBranch.shift` proves that the shifted problem is again a branch; the symmetry of $S$ is used here, to make $H+kS$ symmetric. `rate_shift` differentiates $H+kS$ entry by entry. `uncorrected_shift` expands the product with $c$, and in `corrected_shift` the tactic `module` checks the cancellation of $kS'$.

`uncorrected_exact_at_zero` is the case $E(t)=0$. Its step `hE` writes the level as $\langle c,Hc\rangle$ in explicit sums, and `hd` applies the product rule to them, with `dc` for $c'$. `h0` is $Hc=0$ at `t`. From it, `h2` removes $\langle c',Hc\rangle$ directly, and `h1` removes $\langle c,Hc'\rangle$ by moving $H$ to the other side with its symmetry. The last `e` regroups the differentiated sums into the three terms of the derivation.

## The general level and the choice of $k$

`slope_energy_zero` applies that lemma to `shift H S (-E t)`, whose level at `t` is zero by `add_neg_cancel`. The equation `e` recognises the resulting uncorrected slope as the corrected slope of the original problem, and `corrected_shift` carries it to arbitrary `k`. Finally `add_const` adds $E(t)$ back to the shifted level, which recovers `E` without changing the derivative.

In `uncorrected_exact_iff`, `hz` shows that $k=-E(t)$ works: the corrected slope then has a zero level multiplying $S'$ and reduces to the uncorrected one. Conversely, if some `k` works, `hk.unique hz` equates the two slopes, and cancelling the non-zero overlap slope leaves $k=-E(t)$. `uncorrected_arbitrary` solves the linear equation for $k$ and checks that the solution is unique.

`slope_energy_zero_witness` verifies the two-level example: the branch conditions, differentiability, and the overlap slope $2$. The exponentials are removed with `he`, which is $e^{-s}e^{s}=1$.
